# Erfc exchange of the unpolarised, nonrelativistic uniform electron gas at zero temperature: its ratio to Coulomb exchange tends to 1 as μ → 0+ and behaves as 1/(9μ²) as μ → ∞, with μ in units of the Fermi wavevector

Q: My closed form for the short-range exchange of the uniform gas subtracts large, nearly equal terms when the range parameter μ is large. In floating point the digits vanish, and I have no value to tell me whether the output is decay or noise. You offer a limit. Why should I believe that it is about exchange at all?

A: Start with the exchange energy of the gas at zero temperature, with equal spin populations. Measure the wavevector q and μ in units of the Fermi wavevector. The interaction erfc(μr)/r has the Fourier transform

(4π/q²) (1 − exp(−q²/(4μ²))).

Exchange integrates this over transferred wavevectors, weighted by the fraction g(q) of occupied states that remain occupied after a shift by q. The volume element 4πq² dq cancels 1/q². Up to a prefactor shared with full Coulomb exchange, this leaves

S(μ) = ∫₀² g(q) (1 − exp(−q²/(4μ²))) dq.

The upper limit is 2 because Fermi spheres displaced further do not overlap.

```lean
import Mathlib

open Filter Topology MeasureTheory

namespace ShortRangeGasExchange

noncomputable section

/-- Short-range exchange integral for a pair weight `g`, with wavevector `q` and range parameter
`μ > 0` in units of the Fermi wavevector. The Coulomb factor `1/q²` has been cancelled against the
volume element. -/
def shortRangeExchange (g : ℝ → ℝ) (μ : ℝ) : ℝ :=
  ∫ q in (0 : ℝ)..2, g q * (1 - Real.exp (-(q ^ 2 / (4 * μ ^ 2))))
```

Q: So the Fourier transform and the cancellation are built into the definition?

A: Yes, `shortRangeExchange` starts from the reduced integral, and the reduction above is ordinary physics that you can check yourself. The pair weight, however, is defined by geometry. Two unit spheres with centres a distance q apart share two equal caps. At height t a disc has area π(1 − t²), and each cap runs from t = q/2 to t = 1. Dividing by the sphere's volume gives the fraction.

```lean
/-- Fraction of the unit Fermi sphere shared with a copy displaced by `q`, for `0 ≤ q ≤ 2`:
two equal caps, each a stack of discs of area `π (1 - t²)`. -/
def fermiOverlap (q : ℝ) : ℝ :=
  (2 * ∫ t in (q / 2)..1, Real.pi * (1 - t ^ 2)) / (4 * Real.pi / 3)
```

The physical quantity is then the erfc exchange divided by the Coulomb exchange, R(μ), called `exchangeRatio`. The common prefactor has dropped out.

```lean
/-- Exchange of the uniform gas with the erfc interaction, divided by its exchange with the full
Coulomb interaction, for `μ > 0` in units of the Fermi wavevector. -/
def exchangeRatio (μ : ℝ) : ℝ :=
  shortRangeExchange fermiOverlap μ / ∫ q in (0 : ℝ)..2, fermiOverlap q
```

Q: Which assumptions enter before you specialise to the gas?

A: Only that g is continuous on [0, 2], written `ContinuousOn g (Set.Icc 0 2)`. Its sign is free. The screening factor 1 − exp(−q²/(4μ²)) is continuous in q, so its product with g is integrable.

```lean
/-- For a continuous pair weight the short-range exchange integrand is integrable. -/
theorem integrable_exchange {g : ℝ → ℝ} (hg : ContinuousOn g (Set.Icc 0 2)) (μ : ℝ) :
    IntervalIntegrable (fun q => g q * (1 - Real.exp (-(q ^ 2 / (4 * μ ^ 2)))))
      volume 0 2 := by
  have hc : Continuous (fun q : ℝ => 1 - Real.exp (-(q ^ 2 / (4 * μ ^ 2)))) := by fun_prop
  exact (hg.mul hc.continuousOn).intervalIntegrable_of_Icc (by norm_num)
```

Q: For large μ you will expand the exponential. What controls the remainder?

A: An inequality valid for every x ≥ 0:

0 ≤ x − (1 − e⁻ˣ) ≤ x²/2.

The left part is e⁻ˣ ≥ 1 − x. For the right part, use eˣ ≥ 1 + x + x²/2 and

(1 − x + x²/2)(1 + x + x²/2) = 1 + x⁴/4 ≥ 1.

Hence e⁻ˣ ≤ 1/(1 + x + x²/2) ≤ 1 − x + x²/2. In the code, `h1` and `h2` are the two exponential bounds, and `nlinarith` supplies the product step in `h4`.

```lean
/-- For `x ≥ 0` the screening factor `1 - exp(-x)` differs from `x` by at most `x²/2`. -/
theorem screening_error {x : ℝ} (hx : 0 ≤ x) :
    |x - (1 - Real.exp (-x))| ≤ x ^ 2 / 2 := by
  have h1 := Real.add_one_le_exp (-x)
  have h2 := Real.quadratic_le_exp_of_nonneg hx
  have h3 : Real.exp (-x) * Real.exp x = 1 := by rw [← Real.exp_add]; simp
  have h4 : Real.exp (-x) ≤ 1 - x + x ^ 2 / 2 := by
    have hp : 0 < 1 + x + x ^ 2 / 2 := by positivity
    refine le_of_mul_le_mul_right ?_ hp
    have h5 := mul_le_mul_of_nonneg_left h2 (Real.exp_pos (-x)).le
    have h6 : 0 ≤ x ^ 4 := by positivity
    nlinarith
  rw [abs_le]
  constructor
  · nlinarith [sq_nonneg x]
  · linarith
```

Now set x = q²/(4μ²). Since μ²x = q²/4 and μ²x²/2 = q⁴/(32μ²), multiplying by μ²|g(q)| and integrating gives, for every μ > 0,

|μ²S(μ) − ∫₀² q²g(q)/4 dq| ≤ (1/(32μ²)) ∫₀² q⁴|g(q)| dq.

The proof combines the two integrals on the left, moves the absolute value inside, and compares integrands. Its `calc` block is the pointwise estimate.

```lean
/-- For a continuous pair weight and `μ > 0`, `μ²` times the short-range exchange integral
equals a quarter of the second moment of the weight, up to an error of order `1/μ²`. -/
theorem exchange_error {g : ℝ → ℝ} (hg : ContinuousOn g (Set.Icc 0 2)) {μ : ℝ}
    (hμ : 0 < μ) :
    |μ ^ 2 * shortRangeExchange g μ - ∫ q in (0 : ℝ)..2, q ^ 2 * g q / 4|
      ≤ (∫ q in (0 : ℝ)..2, q ^ 4 * |g q|) / (32 * μ ^ 2) := by
  have h02 : (0 : ℝ) ≤ 2 := by norm_num
  have i1 := (integrable_exchange hg μ).const_mul (μ ^ 2)
  have i2 : IntervalIntegrable (fun q => q ^ 2 * g q / 4) volume 0 2 :=
    (((continuous_pow 2).continuousOn.mul hg).div_const 4).intervalIntegrable_of_Icc h02
  have i3 : IntervalIntegrable (fun q => q ^ 4 * |g q| / (32 * μ ^ 2)) volume 0 2 :=
    (((continuous_pow 4).continuousOn.mul hg.abs).div_const _).intervalIntegrable_of_Icc h02
  unfold shortRangeExchange
  rw [← intervalIntegral.integral_const_mul, ← intervalIntegral.integral_sub i1 i2,
    ← intervalIntegral.integral_div]
  refine (intervalIntegral.abs_integral_le_integral_abs h02).trans ?_
  refine intervalIntegral.integral_mono_on h02 (i1.sub i2).abs i3 fun q _ => ?_
  -- pointwise, the error is that of the screening factor
  have hx : 0 ≤ q ^ 2 / (4 * μ ^ 2) := by positivity
  have hm : μ ^ 2 * (q ^ 2 / (4 * μ ^ 2)) = q ^ 2 / 4 := by field_simp
  have e : μ ^ 2 * (g q * (1 - Real.exp (-(q ^ 2 / (4 * μ ^ 2))))) - q ^ 2 * g q / 4
      = -(μ ^ 2 * g q *
        (q ^ 2 / (4 * μ ^ 2) - (1 - Real.exp (-(q ^ 2 / (4 * μ ^ 2)))))) := by
    linear_combination g q * hm
  calc _ = μ ^ 2 * |g q| *
        |q ^ 2 / (4 * μ ^ 2) - (1 - Real.exp (-(q ^ 2 / (4 * μ ^ 2))))| := by
        rw [e, abs_neg, abs_mul, abs_mul, abs_of_nonneg (sq_nonneg μ)]
    _ ≤ μ ^ 2 * |g q| * ((q ^ 2 / (4 * μ ^ 2)) ^ 2 / 2) :=
        mul_le_mul_of_nonneg_left (screening_error hx) (by positivity)
    _ = q ^ 4 * |g q| / (32 * μ ^ 2) := by
        field_simp
        ring
```

The right side vanishes as μ → ∞, so squeezing gives the limit of μ²S. In Lean, `atTop` means μ → ∞.

```lean
/-- For a continuous pair weight, `μ²` times the short-range exchange integral tends to a
quarter of the second moment of the weight as `μ → ∞`. -/
theorem exchange_large {g : ℝ → ℝ} (hg : ContinuousOn g (Set.Icc 0 2)) :
    Tendsto (fun μ => μ ^ 2 * shortRangeExchange g μ) atTop
      (𝓝 (∫ q in (0 : ℝ)..2, q ^ 2 * g q / 4)) := by
  rw [tendsto_iff_norm_sub_tendsto_zero]
  have hd : Tendsto (fun μ : ℝ => 32 * μ ^ 2) atTop atTop :=
    (tendsto_pow_atTop two_ne_zero).const_mul_atTop (by norm_num)
  refine squeeze_zero' (Eventually.of_forall fun _ => norm_nonneg _) ?_
    ((tendsto_const_nhds (x := ∫ q in (0 : ℝ)..2, q ^ 4 * |g q|)).div_atTop hd)
  filter_upwards [eventually_gt_atTop 0] with μ hμ
  exact exchange_error hg hμ
```

Q: At the other end, the exponential varies sharply near q = 0. Can you still exchange limit and integral?

A: Yes, by dominated convergence. For each fixed q > 0, q²/(4μ²) → ∞ as μ → 0+, so the integrand tends to g(q). The screening factor lies between 0 and 1, so |g| dominates the integrand for all μ. The single point q = 0 does not affect the integral. Therefore S(μ) → ∫₀² g(q) dq.

The two main bullets in the proof are the bound and the pointwise limit. The filter `𝓝[>] 0` approaches zero through positive μ only. Leaving out μ = 0 matters because Lean's convention for division by zero makes S(0) equal to 0.

```lean
/-- For a continuous pair weight, the short-range exchange integral tends to the full
integral of the weight as `μ → 0+`. -/
theorem exchange_small {g : ℝ → ℝ} (hg : ContinuousOn g (Set.Icc 0 2)) :
    Tendsto (shortRangeExchange g) (𝓝[>] 0) (𝓝 (∫ q in (0 : ℝ)..2, g q)) := by
  have h02 : (0 : ℝ) ≤ 2 := by norm_num
  unfold shortRangeExchange
  -- dominated convergence with the bound |g|
  refine intervalIntegral.tendsto_integral_filter_of_dominated_convergence
    (fun q => |g q|) (Eventually.of_forall fun μ =>
      (intervalIntegrable_iff.mp (integrable_exchange hg μ)).1) ?_
    (hg.intervalIntegrable_of_Icc h02).abs ?_
  · refine Eventually.of_forall fun μ => Eventually.of_forall fun q _ => ?_
    have h1 : Real.exp (-(q ^ 2 / (4 * μ ^ 2))) ≤ 1 :=
      Real.exp_le_one_iff.mpr (neg_nonpos.mpr (by positivity))
    have h2 := Real.exp_pos (-(q ^ 2 / (4 * μ ^ 2)))
    rw [Real.norm_eq_abs, abs_mul]
    exact mul_le_of_le_one_right (abs_nonneg _) (abs_le.mpr ⟨by linarith, by linarith⟩)
  · refine Eventually.of_forall fun q hq => ?_
    rw [Set.uIoc_of_le h02] at hq
    have hq0 : 0 < q ^ 2 / 4 := by have := hq.1; positivity
    have h1 : Tendsto (fun μ : ℝ => q ^ 2 / 4 * (μ⁻¹) ^ 2) (𝓝[>] 0) atTop :=
      ((tendsto_pow_atTop two_ne_zero).comp tendsto_inv_nhdsGT_zero).const_mul_atTop hq0
    have h2 : Tendsto (fun μ : ℝ => Real.exp (-(q ^ 2 / (4 * μ ^ 2)))) (𝓝[>] 0) (𝓝 0) := by
      refine (Real.tendsto_exp_neg_atTop_nhds_zero.comp h1).congr fun μ => ?_
      have e : q ^ 2 / 4 * (μ⁻¹) ^ 2 = q ^ 2 / (4 * μ ^ 2) := by ring
      simp only [Function.comp_apply, e]
    simpa using (h2.const_sub 1).const_mul (g q)
```

Q: Then show me the numbers for the gas.

A: First integrate the discs:

∫_{q/2}^1 (1 − t²) dt = 2/3 − q/2 + q³/24.

Two caps divided by 4π/3 multiply this by 3/2, so

g(q) = 1 − 3q/4 + q³/16.

Lean proves this identity for every real q, but it is an overlap fraction only for 0 ≤ q ≤ 2.

```lean
/-- The cap formula `fermiOverlap q` equals the cubic `1 - 3q/4 + q³/16` for every real `q`. For
`0 ≤ q ≤ 2` this is the overlap fraction of two Fermi spheres. -/
theorem fermiOverlap_eq (q : ℝ) : fermiOverlap q = 1 - 3 * q / 4 + q ^ 3 / 16 := by
  have i1 : IntervalIntegrable (fun _ : ℝ => (1 : ℝ)) volume (q / 2) 1 :=
    continuous_const.intervalIntegrable _ _
  have i2 : IntervalIntegrable (fun t : ℝ => t ^ 2) volume (q / 2) 1 :=
    (continuous_pow 2).intervalIntegrable _ _
  have hπ := Real.pi_ne_zero
  unfold fermiOverlap
  rw [intervalIntegral.integral_const_mul, intervalIntegral.integral_sub i1 i2,
    intervalIntegral.integral_const, integral_pow]
  simp only [smul_eq_mul]
  push_cast
  field_simp
  ring
```

For any natural number n, integrating term by term gives

∫₀² qⁿg(q) dq = 2ⁿ⁺¹ [1/(n+1) − 3/(2(n+2)) + 1/(2(n+4))]
= 3·2ⁿ⁺¹/((n+1)(n+2)(n+4)).

The proof expands the weight, integrates the three powers with `hI`, and combines the fractions with `field_simp` and `ring`.

```lean
/-- All moments of the Fermi-sphere overlap in closed form. -/
theorem overlap_moment (n : ℕ) :
    ∫ q in (0 : ℝ)..2, q ^ n * fermiOverlap q
      = 3 * 2 ^ (n + 1) / (((n : ℝ) + 1) * (n + 2) * (n + 4)) := by
  have hI (k : ℕ) : ∫ q in (0 : ℝ)..2, q ^ k = 2 ^ (k + 1) / ((k : ℝ) + 1) := by
    rw [integral_pow]; simp
  have c (f : ℝ → ℝ) (hf : Continuous f) : IntervalIntegrable f volume 0 2 :=
    hf.intervalIntegrable _ _
  have e (q : ℝ) : q ^ n * fermiOverlap q
      = q ^ n - 3 / 4 * q ^ (n + 1) + 1 / 16 * q ^ (n + 3) := by
    rw [fermiOverlap_eq]; ring
  have e2 : ((n + 1 : ℕ) : ℝ) + 1 = n + 2 := by push_cast; ring
  have e4 : ((n + 3 : ℕ) : ℝ) + 1 = n + 4 := by push_cast; ring
  simp_rw [e]
  rw [intervalIntegral.integral_add (c (fun q => q ^ n - 3 / 4 * q ^ (n + 1)) (by fun_prop))
      (c (fun q => 1 / 16 * q ^ (n + 3)) (by fun_prop)),
    intervalIntegral.integral_sub (c (fun q => q ^ n) (by fun_prop))
      (c (fun q => 3 / 4 * q ^ (n + 1)) (by fun_prop)),
    intervalIntegral.integral_const_mul, intervalIntegral.integral_const_mul,
    hI, hI, hI, e2, e4]
  field_simp
  ring
```

At n = 0 the moment is 3/4. At n = 2 it is 1/3, and a quarter of that is 1/12. Thus

R(μ) → (3/4)/(3/4) = 1 as μ → 0+,
μ²R(μ) → (1/12)/(3/4) = 1/9 as μ → ∞.

The final theorem states these two limits as a conjunction. Its proof computes the moments as `m0` and `m2`, then divides the general limits by the Coulomb value 3/4.

```lean
/-- The erfc exchange ratio of the uniform gas tends to `1` as `μ → 0+`, and `μ²` times the
ratio tends to `1/9` as `μ → ∞`. -/
theorem exchangeRatio_limits :
    Tendsto exchangeRatio (𝓝[>] 0) (𝓝 1) ∧
      Tendsto (fun μ => μ ^ 2 * exchangeRatio μ) atTop (𝓝 (1 / 9)) := by
  have hc : Continuous fermiOverlap := by
    rw [funext fermiOverlap_eq]; fun_prop
  -- the two moments that fix the limits
  have m0 : ∫ q in (0 : ℝ)..2, fermiOverlap q = 3 / 4 := by
    have h := overlap_moment 0
    simp only [pow_zero, one_mul] at h
    rw [h]; norm_num
  have m2 : ∫ q in (0 : ℝ)..2, q ^ 2 * fermiOverlap q / 4 = 1 / 12 := by
    rw [intervalIntegral.integral_div, overlap_moment 2]; norm_num
  constructor
  · have h := (exchange_small hc.continuousOn).div_const (∫ q in (0 : ℝ)..2, fermiOverlap q)
    rwa [div_self (by rw [m0]; norm_num)] at h
  · have h := (exchange_large hc.continuousOn).div_const (3 / 4)
    rw [m2, show (1 / 12 : ℝ) / (3 / 4) = 1 / 9 by norm_num] at h
    refine h.congr fun μ => ?_
    unfold exchangeRatio
    rw [m0, mul_div_assoc]

end

end ShortRangeGasExchange
```

```lean
#print axioms ShortRangeGasExchange.exchangeRatio_limits
```

```
'ShortRangeGasExchange.exchangeRatio_limits' depends on axioms: [propext, Classical.choice, Quot.sound]
```

Q: What may I now test in my code, and may I use it for a heavy atom?

A: For the nonrelativistic uniform gas at zero temperature, with equal spin populations, divide the output of your short-range local-density exchange routine by the full Coulomb exchange at the same density. This ratio R should approach 1 as μ → 0+, and μ²R should approach 1/9 as μ → ∞. If your μ is not scaled, replace it by μ/k_F, where k_F is the Fermi wavevector; the large-μ form is then k_F²/(9μ²).

For a heavy atom, the dense core calls for relativistic corrections to both the orbitals and the interaction, and neither is in this model. Nor does it treat density gradients or correlation. The limits give you a nonrelativistic reference for the exchange part alone.
